# Integrability of a power of the radius times a decaying exponential on the half-line

For every natural number n, zero included, and every real a > 0, the function r ↦ rⁿ exp(−a r) is integrable over r > 0. Integrands of this form arise in radial moments of exponentially decaying densities; the lemma asserts only that the integral is finite, and neither computes its value nor assumes any normalisation. The attempt first shows −1 < n as real numbers, then applies a Mathlib lemma about real powers times exponentials, with the exponent `p` of r inside the exponential set to 1. A final `simpa only` is meant to turn the real powers into the natural power rⁿ and plain r.

As first written in Lean, the proof fails:

```lean
import Mathlib

open MeasureTheory Set Filter Topology

namespace NuclearFieldShielding

noncomputable section

/-- Every natural-number power of the radius times a decaying exponential is integrable over `r >
0`. -/
theorem integrable_moment (n : ℕ) {a : ℝ} (ha : 0 < a) :
    IntegrableOn (fun r : ℝ => r ^ n * Real.exp (-a * r)) (Ioi 0) := by
  have hn : (-1 : ℝ) < (n : ℝ) := by
    have : (0 : ℝ) ≤ (n : ℝ) := n.cast_nonneg
    linarith
  have h := integrableOn_rpow_mul_exp_neg_mul_rpow (p := 1) hn le_rfl ha
  simpa only [Real.rpow_natCast, Real.rpow_one] using h

end

end NuclearFieldShielding
```

Compiling this gives:

```
Main.lean:16:63: error: Application type mismatch: The argument
  le_rfl
has type
  ?m.66 ≤ ?m.66
but is expected to have type
  0 < 1
in the application
  integrableOn_rpow_mul_exp_neg_mul_rpow hn le_rfl
```

What went wrong. The message concerns the second explicit argument given to `integrableOn_rpow_mul_exp_neg_mul_rpow`. With `p := 1`, the lemma wants a proof of `0 < 1` there, that is, that the exponent `p` is positive. The attempt supplies `le_rfl`, which proves only that a quantity is less than or equal to itself; this is the `?m.66 ≤ ?m.66` of the message. Such a proof would suit a condition `1 ≤ p` at `p = 1`, but it cannot serve as a proof of the strict inequality `0 < 1`, so Lean rejects the application.

The diff replaces `le_rfl` by `one_pos`, which states exactly that `0 < 1`. The argument then has the required type and the application is accepted. Nothing else changes: the bound `hn`, the hypothesis `ha` and the closing `simpa only` stay as they were, and the file compiles.

The repair, with which the file compiles:

```diff
@@ -14,5 +14,5 @@
     have : (0 : ℝ) ≤ (n : ℝ) := n.cast_nonneg
     linarith
-  have h := integrableOn_rpow_mul_exp_neg_mul_rpow (p := 1) hn le_rfl ha
+  have h := integrableOn_rpow_mul_exp_neg_mul_rpow (p := 1) hn one_pos ha
   simpa only [Real.rpow_natCast, Real.rpow_one] using h
 
```
